# Complex conjugation on ℂ² preserves every overlap modulus, but no invertible matrix implements it on rays

A ray fixes a state vector only up to a nonzero scalar, so a matrix $M$ can implement a map $T$ on rays without equalling it on vectors. We require that for each $x$ there is a scalar $c$ with $Mx=c\,T(x)$, and we let $c$ depend on $x$. This is a generous criterion, which makes a proof of impossibility stronger. It also admits $M=0$, so invertibility is demanded separately. If $M$ is invertible and $x\neq0$, then $c\neq0$, and $Mx$ and $T(x)$ lie on the same ray.

States are vectors with finitely many complex components, labelled by the index type `n`.

```lean
import Mathlib

open Matrix
open scoped ComplexConjugate

namespace ConjugationRaySymmetry

variable {n : Type*} [Fintype n]
```

The overlap is $\langle x,y\rangle=\sum_k \bar x_k y_k$, conjugate-linear in the first argument. Vectors need not be normalised; for unit vectors, $|\langle x,y\rangle|^2$ is the transition probability.

```lean
/-- The Hermitian overlap `⟨x, y⟩` of two state vectors, conjugate-linear in `x`. -/
def overlap (x y : n → ℂ) : ℂ := star x ⬝ᵥ y
```

Conjugation $x\mapsto\bar x$ acts on the components in the chosen basis.

```lean
/-- Complex conjugation of all components of a state vector. -/
def conjugation (x : n → ℂ) : n → ℂ := star x
```

A matrix $U$ may follow it, giving $x\mapsto U\bar x$.

```lean
/-- Complex conjugation followed by the matrix `U`. -/
def conjugateThen (U : Matrix n n ℂ) (x : n → ℂ) : n → ℂ := U *ᵥ conjugation x
```

The criterion for rays places the scalar after the quantifier over $x$:

```lean
/-- The matrix `M` implements the map `T` on rays: each `M x` is a scalar multiple of `T x`,
where the scalar may depend on `x`. -/
def ImplementsOnRays (M : Matrix n n ℂ) (T : (n → ℂ) → (n → ℂ)) : Prop :=
  ∀ x, ∃ c : ℂ, M *ᵥ x = c • T x
```

## (a) Overlap of two conjugated states

Show that conjugating both states conjugates their overlap:
$$\langle\bar x,\bar y\rangle=\overline{\langle x,y\rangle}.$$

Both sides equal $\sum_k x_k\bar y_k$. In Lean, `simp` unfolds the definitions and compares the sums.

```lean
/-- Complex conjugation of both states conjugates their overlap. -/
theorem overlap_conjugation (x y : n → ℂ) :
    overlap (conjugation x) (conjugation y) = conj (overlap x y) := by
  simp [overlap, conjugation, dotProduct]
```

## (b) A unitary after the conjugation

Let $U$ be unitary. Show that
$$\langle U\bar x,U\bar y\rangle=\overline{\langle x,y\rangle}.$$

Move $U$ to the other side and use $U^\dagger U=1$:
$$\langle U\bar x,U\bar y\rangle=\langle\bar x,U^\dagger U\bar y\rangle=\langle\bar x,\bar y\rangle.$$
Part (a) finishes the calculation. The last `rw` carries out the same moves.

```lean
/-- Conjugation followed by a unitary matrix conjugates every overlap. -/
theorem overlap_conjugateThen [DecidableEq n] {U : Matrix n n ℂ}
    (hU : U ∈ Matrix.unitaryGroup n ℂ) (x y : n → ℂ) :
    overlap (conjugateThen U x) (conjugateThen U y) = conj (overlap x y) := by
  have h : Uᴴ * U = 1 := Matrix.mem_unitaryGroup_iff'.mp hU
  rw [← overlap_conjugation]
  unfold overlap conjugateThen
  -- move `U` to the other side of the overlap and use `U† U = 1`
  rw [Matrix.star_mulVec, ← Matrix.dotProduct_mulVec, Matrix.mulVec_mulVec, h,
    Matrix.one_mulVec]
```

## (c) Matrices that send each state to a multiple of its conjugate

Let there be at least two components, which is `Nontrivial n` in Lean. Show that
$$\bigl(\forall x\ \exists c:\ Mx=c\,\bar x\bigr)\iff M=0.$$

If $M=0$, take $c=0$. Conversely, let $e_j$ be the $j$-th basis vector and test $M$ on $x=e_j+a e_i$ with $i\neq j$ and $a\in\mathbb C$. Components $j$ and $i$ give
$$M_{jj}+aM_{ji}=c,\qquad M_{ij}+aM_{ii}=c\,\bar a.$$
Eliminating $c$ leaves
$$M_{ij}+aM_{ii}=(M_{jj}+aM_{ji})\,\bar a.$$

- $a=0$ gives $M_{ij}=0$, so all off-diagonal entries vanish.
- $a=1$ then gives $M_{ii}=M_{jj}$.
- $a=\mathrm i$, the imaginary unit, gives $\mathrm iM_{ii}=-\mathrm iM_{jj}$, so $M_{ii}=-M_{jj}$.

Hence $M_{jj}=0$ for every $j$. In the code, `pair` is the relation without $c$, `off` is the case $a=0$, and `diag` combines the other two.

```lean
/-- In dimension at least two, the only matrix sending every state `x` to a scalar multiple
of its complex conjugate is the zero matrix. -/
theorem implements_conjugation_iff [Nontrivial n] (M : Matrix n n ℂ) :
    ImplementsOnRays M conjugation ↔ M = 0 := by
  classical
  constructor
  · intro h
    -- test on the superposition `e_j + a e_i` and eliminate the unknown scalar
    have pair : ∀ i j : n, i ≠ j → ∀ a : ℂ,
        M i j + a * M i i = (M j j + a * M j i) * conj a := by
      intro i j hij a
      obtain ⟨c, hc⟩ := h (Pi.single j 1 + a • Pi.single i 1)
      rw [Matrix.mulVec_add, Matrix.mulVec_smul] at hc
      have hj := congrFun hc j
      have hi := congrFun hc i
      simp [conjugation, hij, hij.symm] at hj hi
      linear_combination hi - conj a * hj
    -- `a = 0`: the off-diagonal entries vanish
    have off : ∀ i j : n, i ≠ j → M i j = 0 := by
      intro i j hij
      simpa using pair i j hij 0
    -- `a = 1` and `a = i`: diagonal entries are both equal and opposite
    have diag : ∀ j : n, M j j = 0 := by
      intro j
      obtain ⟨i, hij⟩ := exists_ne j
      have h1 := pair i j hij 1
      have h2 := pair i j hij Complex.I
      rw [off i j hij, off j i hij.symm, map_one] at h1
      rw [off i j hij, off j i hij.symm, Complex.conj_I] at h2
      have h3 : 2 * Complex.I * M j j = 0 := by
        linear_combination h2 - Complex.I * h1
      simpa [Complex.I_ne_zero] using h3
    ext i j
    by_cases hij : i = j
    · subst hij
      exact diag i
    · exact off i j hij
  · rintro rfl x
    exact ⟨0, by rw [Matrix.zero_mulVec, zero_smul]⟩
```

A neighbouring result follows by hand in the same way. If $Mx=c\,x$ for every $x$, the relation has $a$ in place of $\bar a$, and $a=0,1$ show that $M$ is a multiple of the identity.

## (d) No invertible matrix for conjugation followed by a unitary

Again take at least two components and $U$ unitary. Show that
$$\nexists\,M\text{ invertible}:\quad \forall x\ \exists c:\ Mx=c\,U\bar x.$$

Multiplying by $U^\dagger$ gives $U^\dagger Mx=c\,\bar x$. By (c), $U^\dagger M=0$ (`h3`), so $M=UU^\dagger M=0$ (`h4`), which is not invertible.

```lean
/-- In dimension at least two, no invertible matrix implements on rays the map
`x ↦ U conj(x)` with `U` unitary. -/
theorem no_linear_implementation [DecidableEq n] [Nontrivial n] {U : Matrix n n ℂ}
    (hU : U ∈ Matrix.unitaryGroup n ℂ) :
    ¬ ∃ M : Matrix n n ℂ, IsUnit M ∧ ImplementsOnRays M (conjugateThen U) := by
  rintro ⟨M, hM, h⟩
  have h1 : Uᴴ * U = 1 := Matrix.mem_unitaryGroup_iff'.mp hU
  have h2 : U * Uᴴ = 1 := Matrix.mem_unitaryGroup_iff.mp hU
  -- undoing `U` would leave an implementation of plain conjugation
  have h3 : Uᴴ * M = 0 := by
    rw [← implements_conjugation_iff]
    intro x
    obtain ⟨c, hc⟩ := h x
    refine ⟨c, ?_⟩
    rw [← Matrix.mulVec_mulVec, hc, Matrix.mulVec_smul, conjugateThen,
      Matrix.mulVec_mulVec, h1, Matrix.one_mulVec]
  have h4 : M = 0 := by
    calc M = U * Uᴴ * M := by rw [h2, Matrix.one_mul]
      _ = 0 := by rw [Matrix.mul_assoc, h3, Matrix.mul_zero]
  exact hM.ne_zero h4
```

## (e) The counterexample on ℂ²

For two components, show that
$$|\langle\bar x,\bar y\rangle|=|\langle x,y\rangle|\quad\text{for all }x,y,$$
and that no invertible $M$ satisfies $Mx=c\,\bar x$ for every $x$, with $c$ depending on $x$.

The first claim is (a) with $|\bar z|=|z|$. For the second, (c) forces $M=0$, which is not invertible. This refutes the claim that every map preserving the moduli of overlaps is implemented on rays by an invertible matrix.

```lean
/-- Complex conjugation on `ℂ²` preserves the modulus of every overlap, yet no invertible
complex 2 by 2 matrix implements it on rays. -/
theorem conjugation_counterexample :
    (∀ x y : Fin 2 → ℂ, ‖overlap (conjugation x) (conjugation y)‖ = ‖overlap x y‖) ∧
    ¬ ∃ M : Matrix (Fin 2) (Fin 2) ℂ, IsUnit M ∧ ImplementsOnRays M conjugation := by
  constructor
  · intro x y
    rw [overlap_conjugation, Complex.norm_conj]
  · rintro ⟨M, hM, h⟩
    exact hM.ne_zero ((implements_conjugation_iff M).mp h)
```

## (f) Time reversal of a spin 1/2

Take $U=\mathrm i\sigma_y$, where $\sigma_y$ is the second Pauli matrix.

```lean
/-- The matrix `i σ_y`, which enters time reversal of a spin 1/2. -/
def spinFlip : Matrix (Fin 2) (Fin 2) ℂ := !![0, 1; -1, 0]
```

Show that $\Theta x=\mathrm i\sigma_y\bar x$ satisfies
$$|\langle\Theta x,\Theta y\rangle|=|\langle x,y\rangle|,$$
and that no invertible matrix implements $\Theta$ on rays.

Since $UU^\dagger=1$, which Lean checks entry by entry, (b) and (d) apply. For a two-component spinor, then, multiplication by an invertible matrix alone cannot perform time reversal, even up to state-dependent scalars.

```lean
/-- Spin-1/2 time reversal `x ↦ i σ_y conj(x)` preserves the modulus of every overlap, and
no invertible matrix implements it on rays. -/
theorem spin_half_time_reversal :
    (∀ x y : Fin 2 → ℂ,
      ‖overlap (conjugateThen spinFlip x) (conjugateThen spinFlip y)‖ = ‖overlap x y‖) ∧
    ¬ ∃ M : Matrix (Fin 2) (Fin 2) ℂ,
      IsUnit M ∧ ImplementsOnRays M (conjugateThen spinFlip) := by
  have hU : spinFlip ∈ Matrix.unitaryGroup (Fin 2) ℂ := by
    rw [Matrix.mem_unitaryGroup_iff]
    ext i j
    fin_cases i <;> fin_cases j <;>
      simp [spinFlip, Matrix.mul_apply, Fin.sum_univ_succ, Matrix.star_apply]
  refine ⟨fun x y => ?_, no_linear_implementation hU⟩
  rw [overlap_conjugateThen hU, Complex.norm_conj]
```

## (g) One component

Show that for a single component the identity does implement conjugation:
$$\forall x\ \exists c:\ 1\,x=c\,\bar x.$$

If $x_0\neq0$, take the phase $c=x_0/\bar x_0$. If $x_0=0$, any $c$ works. The proof splits into these cases, and the result shows why (c) and (d) assume at least two components.

```lean
/-- In dimension one the identity matrix implements complex conjugation on rays. -/
theorem dimension_one_implementation :
    ImplementsOnRays (1 : Matrix (Fin 1) (Fin 1) ℂ) conjugation := by
  intro x
  refine ⟨x 0 / conj (x 0), ?_⟩
  rw [Matrix.one_mulVec]
  ext i
  have hi : i = 0 := Subsingleton.elim _ _
  subst hi
  change x 0 = x 0 / conj (x 0) * conj (x 0)
  by_cases h : x 0 = 0
  · simp [h]
  · have h' : conj (x 0) ≠ 0 := by simpa using h
    exact (div_mul_cancel₀ _ h').symm

end ConjugationRaySymmetry
```

```lean
#print axioms ConjugationRaySymmetry.conjugation_counterexample
-- 'ConjugationRaySymmetry.conjugation_counterexample' depends on axioms: [propext, Classical.choice, Quot.sound]
#print axioms ConjugationRaySymmetry.spin_half_time_reversal
-- 'ConjugationRaySymmetry.spin_half_time_reversal' depends on axioms: [propext, Classical.choice, Quot.sound]
#print axioms ConjugationRaySymmetry.dimension_one_implementation
-- 'ConjugationRaySymmetry.dimension_one_implementation' depends on axioms: [propext, Classical.choice, Quot.sound]
```
